# A lower bound on the transverse field of a passing charge at a given loss frequency

A unit positive charge passes a target in a straight line with constant speed $v>0$ and impact parameter $b>0$. Time $t$ is measured from the moment of closest approach. For every angular frequency $w\ge 0$, the cosine component of its non-relativistic transverse Coulomb field at the target, in Gaussian units, satisfies

$$\frac{2}{bv}\left(1-\frac{wb}{v}\right)\;\le\; C(w)=\int_{-\infty}^{\infty}\frac{b\cos(wt)}{(b^2+v^2t^2)^{3/2}}\,dt\;\le\;\frac{2}{bv}.$$

Hence $C(w)>0$ whenever $wb<v$. For $w>0$ this means that $b$ is below the adiabatic distance $v/w$, at which the passage time $b/v$ equals $1/w$.

In first-order perturbation theory for electron energy loss, with a classical straight path and dipole coupling, $C(w)$ multiplies the transverse dipole matrix element of a target transition of energy $\hbar w$, which is the energy that the electron loses. Transverse means perpendicular to the path, along the line that joins the charge and the target at closest approach. An electron's negative charge reverses the sign of the field.

## The bound from two half-path integrals

Let $R(t)=\sqrt{b^2+v^2t^2}$, so that $R'=v^2t/R$. The transverse field is $b/R^3$, and it has an elementary antiderivative:

$$\frac{d}{dt}\frac{t}{bR}=\frac{R-tR'}{bR^2}=\frac{R^2-v^2t^2}{bR^3}=\frac{b}{R^3}.$$

Since $t/(bR)$ vanishes at $t=0$ and tends to $1/(bv)$ at late times, $\int_0^\infty b/R^3\,dt=1/(bv)$.

The first time moment is similar:

$$\frac{d}{dt}\left(-\frac{b}{v^2R}\right)=\frac{bR'}{v^2R^2}=\frac{bt}{R^3},\qquad \int_0^\infty\frac{bt}{R^3}\,dt=\frac{b}{v^2R(0)}=\frac1{v^2}.$$

For $x\ge0$ we have $\cos x\ge 1-x$. If $x\le 2$, then $\cos x\ge 1-x^2/2\ge 1-x$; if $x\ge2$, then $1-x\le-1\le\cos x$. The integrand of $C(w)$ is even, so

$$C(w)=2\int_0^\infty\frac{b\cos(wt)}{R^3}\,dt\ge 2\left(\frac1{bv}-\frac{w}{v^2}\right)=\frac{2}{bv}\left(1-\frac{wb}{v}\right).$$

Using $\cos(wt)\le1$ instead gives the upper bound.

## The Bessel function in a calculation

A program would normally evaluate the component for $w>0$ as $C(w)=(2w/v^2)\,K_1(wb/v)$, where $K_1$ is a modified Bessel function of the second kind. This closed form is quoted here without proof, and the Lean file does not contain it. It is positive at every $b>0$, so $v/w$ marks where the simple lower bound stops being informative, not a change of sign. The two bounds give a quick test of prefactors at small $wb/v$. At $w=0$ the code needs a separate branch returning $2/(bv)$, because $K_1$ diverges there.

## The field and its loss component in Lean

```lean
import Mathlib

open MeasureTheory Set Filter Topology

namespace ElectronEnergyLoss

noncomputable section
```

The separation $R$ is a function of three real numbers.

```lean
/-- Distance at time `t` between a target and a charge that passes it in a straight line with speed
`v` and impact parameter `b`, with closest approach at `t = 0`. -/
def separation (b v t : ℝ) : ℝ := √(b ^ 2 + v ^ 2 * t ^ 2)
```

The field is in Gaussian units, without retardation or relativistic contraction of the field.

```lean
/-- Transverse Coulomb field of a passing unit charge at the target (non-relativistic,
Gaussian units), for impact parameter `b ≠ 0`. -/
def transverseField (b v t : ℝ) : ℝ := b / separation b v t ^ 3
```

`lossComponent` is $C(w)$, an integral over all real $t$ with no factor of $1/2\pi$. The target is a fixed point, and the charge is neither deflected nor slowed.

```lean
/-- Cosine component of the transverse field at the loss frequency `w`, for `b ≠ 0` and
`v ≠ 0`. -/
def lossComponent (b v w : ℝ) : ℝ := ∫ t, transverseField b v t * Real.cos (w * t)
```

The hypothesis `0 < b` keeps the charge away from the target, which makes $R$ positive and differentiable.

```lean
variable {b v w : ℝ}

/-- For a positive impact parameter the charge never meets the target. -/
theorem separation_pos (hb : 0 < b) (v t : ℝ) : 0 < separation b v t :=
  Real.sqrt_pos.2 (by positivity)
```

The chain rule for the square root gives $R'=v^2t/R$.

```lean
/-- For a positive impact parameter the separation changes at the rate `v² t / R`. -/
theorem hasDerivAt_separation (hb : 0 < b) (v t : ℝ) :
    HasDerivAt (separation b v) (v ^ 2 * t / separation b v t) t := by
  have h0 : b ^ 2 + v ^ 2 * t ^ 2 ≠ 0 := by positivity
  have h1 : HasDerivAt (fun s : ℝ => b ^ 2 + v ^ 2 * s ^ 2) (2 * (v ^ 2 * t)) t := by
    refine (((hasDerivAt_pow 2 t).const_mul (v ^ 2)).const_add (b ^ 2)).congr_deriv ?_
    show v ^ 2 * (((2 : ℕ) : ℝ) * t ^ 1) = _
    push_cast
    ring
  exact (h1.sqrt h0).congr_deriv (mul_div_mul_left _ _ two_ne_zero)
```

## Impulse and first moment on the outgoing path

`half_impulse` states that the field is integrable over $t>0$ and that its integral is $1/(bv)$. In the proof, `hd` is the first derivative computed above, with $R^2=b^2+v^2t^2$ supplied as `hsq`. For the limit, `hlim` writes $R=t\sqrt{b^2/t^2+v^2}$ for $t>0$. Because the field is non-negative, a finite limit of the antiderivative yields integrability as well as the value.

```lean
/-- For positive `b` and `v`, the transverse field integrated over the outgoing half of the
path is finite and equals `1 / (b v)`. -/
theorem half_impulse (hb : 0 < b) (hv : 0 < v) :
    IntegrableOn (transverseField b v) (Ioi 0) ∧
      ∫ t in Ioi 0, transverseField b v t = 1 / (b * v) := by
  -- the antiderivative is t / (b R)
  have hd : ∀ t ∈ Ici (0 : ℝ), HasDerivAt (fun s => s / (b * separation b v s))
      (transverseField b v t) t := by
    intro t _
    have hR := separation_pos hb v t
    have hsq : separation b v t ^ 2 = b ^ 2 + v ^ 2 * t ^ 2 := Real.sq_sqrt (by positivity)
    have hq : v ^ 2 * t / separation b v t * separation b v t = v ^ 2 * t :=
      div_mul_cancel₀ _ hR.ne'
    refine ((hasDerivAt_id' t).fun_div ((hasDerivAt_separation hb v t).const_mul b)
      (mul_pos hb hR).ne').congr_deriv ?_
    unfold transverseField
    generalize v ^ 2 * t / separation b v t = q at hq ⊢
    rw [div_eq_div_iff (by positivity) (by positivity)]
    linear_combination (b * separation b v t ^ 2) * hsq - (t * b * separation b v t ^ 2) * hq
  have hpos : ∀ t ∈ Ioi (0 : ℝ), 0 ≤ transverseField b v t := fun t _ =>
    div_nonneg hb.le (pow_nonneg (separation_pos hb v t).le 3)
  -- at late times R grows like v t
  have hlim : Tendsto (fun s => s / (b * separation b v s)) atTop (𝓝 (b * v)⁻¹) := by
    have hc : Continuous (fun x : ℝ => b * √(b ^ 2 * x ^ 2 + v ^ 2)) := by fun_prop
    have h : Tendsto (fun t : ℝ => b * √(b ^ 2 * (t⁻¹) ^ 2 + v ^ 2)) atTop
        (𝓝 (b * √(b ^ 2 * 0 ^ 2 + v ^ 2))) := (hc.tendsto 0).comp tendsto_inv_atTop_zero
    have hval : √(b ^ 2 * 0 ^ 2 + v ^ 2) = v := by
      rw [show b ^ 2 * 0 ^ 2 + v ^ 2 = v ^ 2 by ring, Real.sqrt_sq hv.le]
    rw [hval] at h
    refine (h.inv₀ (mul_pos hb hv).ne').congr' ?_
    filter_upwards [eventually_gt_atTop (0 : ℝ)] with t ht
    have hS : 0 < √(b ^ 2 * (t⁻¹) ^ 2 + v ^ 2) := Real.sqrt_pos.2 (by positivity)
    have hR : separation b v t = t * √(b ^ 2 * (t⁻¹) ^ 2 + v ^ 2) := by
      have e : b ^ 2 + v ^ 2 * t ^ 2 = t ^ 2 * (b ^ 2 * (t⁻¹) ^ 2 + v ^ 2) := by
        have ht1 : t * t⁻¹ = 1 := mul_inv_cancel₀ ht.ne'
        linear_combination (-(b ^ 2) * (t * t⁻¹ + 1)) * ht1
      rw [separation, e, Real.sqrt_mul (sq_nonneg t), Real.sqrt_sq ht.le]
    rw [hR]
    generalize √(b ^ 2 * (t⁻¹) ^ 2 + v ^ 2) = S at hS ⊢
    field_simp
  refine ⟨integrableOn_Ioi_deriv_of_nonneg' hd hpos hlim, ?_⟩
  rw [integral_Ioi_of_hasDerivAt_of_nonneg' hd hpos hlim, zero_div, sub_zero, one_div]
```

`half_moment` follows the same pattern with the second antiderivative. Here $R\ge vt$ shows that $R\to\infty$, and the lower endpoint contributes through $R(0)=b$.

```lean
/-- For positive `b` and `v`, the first time moment of the transverse field over the outgoing
half of the path is finite and equals `1 / v²`. -/
theorem half_moment (hb : 0 < b) (hv : 0 < v) :
    IntegrableOn (fun t => t * transverseField b v t) (Ioi 0) ∧
      ∫ t in Ioi 0, t * transverseField b v t = 1 / v ^ 2 := by
  -- the antiderivative is -b / (v² R)
  have hd : ∀ t ∈ Ici (0 : ℝ), HasDerivAt (fun s => -(b / v ^ 2) * (separation b v s)⁻¹)
      (t * transverseField b v t) t := by
    intro t _
    have hR := separation_pos hb v t
    refine (((hasDerivAt_separation hb v t).fun_inv hR.ne').const_mul
      (-(b / v ^ 2))).congr_deriv ?_
    unfold transverseField
    field_simp
  have hpos : ∀ t ∈ Ioi (0 : ℝ), 0 ≤ t * transverseField b v t := fun t ht =>
    mul_nonneg (le_of_lt ht) (div_nonneg hb.le (pow_nonneg (separation_pos hb v t).le 3))
  have hR : Tendsto (separation b v) atTop atTop := by
    refine tendsto_atTop_mono (fun t => ?_) (tendsto_id.const_mul_atTop hv)
    exact Real.le_sqrt_of_sq_le (by simp only [id]; nlinarith [sq_nonneg b])
  have hlim : Tendsto (fun s => -(b / v ^ 2) * (separation b v s)⁻¹) atTop (𝓝 0) := by
    simpa using (tendsto_inv_atTop_zero.comp hR).const_mul (-(b / v ^ 2))
  refine ⟨integrableOn_Ioi_deriv_of_nonneg' hd hpos hlim, ?_⟩
  have h0 : separation b v 0 = b := by
    rw [separation, show b ^ 2 + v ^ 2 * 0 ^ 2 = b ^ 2 by ring, Real.sqrt_sq hb.le]
  rw [integral_Ioi_of_hasDerivAt_of_nonneg' hd hpos hlim, h0]
  field_simp
  ring
```

## Both bounds, and positivity

The integrand depends on $t$ only through $|t|$, which reduces the full passage to twice its outgoing half.

```lean
/-- The cosine component at frequency `w` is twice its contribution from the outgoing half of the
path. -/
theorem lossComponent_eq_half (b v w : ℝ) :
    lossComponent b v w = 2 * ∫ t in Ioi 0, transverseField b v t * Real.cos (w * t) := by
  rw [lossComponent, ← integral_comp_abs (f := fun t => transverseField b v t * Real.cos (w * t))]
  refine integral_congr_ae (Eventually.of_forall fun t => ?_)
  rcases abs_choice t with h | h <;> simp [transverseField, separation, h]
```

In `lossComponent_bounds`, `hc` obtains integrability of the cosine-weighted field by comparison with the field itself. The inequality `hcos` is proved by the split at $x=2$. Integrating the pointwise inequalities gives `hlow` and `hup`, and the two half-path values turn these into the stated bounds.

```lean
/-- For positive `b` and `v` and `w ≥ 0`, the component at loss frequency `w` lies between
`(2 / (b v)) (1 - w b / v)` and `2 / (b v)`. -/
theorem lossComponent_bounds (hb : 0 < b) (hv : 0 < v) (hw : 0 ≤ w) :
    2 / (b * v) * (1 - w * b / v) ≤ lossComponent b v w ∧
      lossComponent b v w ≤ 2 / (b * v) := by
  obtain ⟨hi, hI⟩ := half_impulse hb hv
  obtain ⟨hm, hM⟩ := half_moment hb hv
  have hf : ∀ t, 0 ≤ transverseField b v t := fun t =>
    div_nonneg hb.le (pow_nonneg (separation_pos hb v t).le 3)
  have hc : IntegrableOn (fun t => transverseField b v t * Real.cos (w * t)) (Ioi 0) := by
    refine hi.norm.mono' (hi.aestronglyMeasurable.mul
      (by fun_prop : Continuous fun t : ℝ => Real.cos (w * t)).aestronglyMeasurable)
      (Eventually.of_forall fun t => ?_)
    rw [norm_mul]
    exact mul_le_of_le_one_right (norm_nonneg _) (Real.abs_cos_le_one _)
  -- the elementary bound 1 - x ≤ cos x for x ≥ 0
  have hcos : ∀ x : ℝ, 0 ≤ x → 1 - x ≤ Real.cos x := by
    intro x hx
    rcases le_total x 2 with h | h
    · nlinarith [Real.one_sub_sq_div_two_le_cos (x := x)]
    · linarith [Real.neg_one_le_cos x]
  have hlow := setIntegral_mono_on (hi.sub (hm.const_mul w)) hc measurableSet_Ioi
    (fun t ht => by
      have h := mul_le_mul_of_nonneg_left (hcos (w * t) (mul_nonneg hw (le_of_lt ht))) (hf t)
      simp only [Pi.sub_apply]
      linarith)
  have hup := setIntegral_mono_on hc hi measurableSet_Ioi
    (fun t _ => mul_le_of_le_one_right (hf t) (Real.cos_le_one _))
  simp only [Pi.sub_apply] at hlow
  rw [integral_sub hi (hm.const_mul w), integral_const_mul, hI, hM] at hlow
  rw [hI] at hup
  rw [lossComponent_eq_half]
  have e1 : 2 / (b * v) * (1 - w * b / v) = 2 * (1 / (b * v) - w * (1 / v ^ 2)) := by
    field_simp
  have e2 : 2 / (b * v) = 2 * (1 / (b * v)) := by ring
  constructor
  · rw [e1]
    linarith
  · rw [e2]
    linarith
```

If $wb<v$, the factor $1-wb/v$ is positive, and so is the lower bound. At $w=0$ the condition holds for every $b$.

```lean
/-- For positive `b` and `v` and `w ≥ 0`, the transverse field has a positive cosine component at
loss frequency `w` when `w b < v`. For `w > 0` this condition says that `b` is below the adiabatic
distance `v / w`. -/
theorem lossComponent_pos (hb : 0 < b) (hv : 0 < v) (hw : 0 ≤ w) (h : w * b < v) :
    0 < lossComponent b v w := by
  have h1 : w * b / v < 1 := (div_lt_one hv).2 h
  exact lt_of_lt_of_le (mul_pos (by positivity) (by linarith)) (lossComponent_bounds hb hv hw).1


end

end ElectronEnergyLoss
```

```lean
#print axioms ElectronEnergyLoss.lossComponent_pos
```

```
'ElectronEnergyLoss.lossComponent_pos' depends on axioms: [propext, Classical.choice, Quot.sound]
```
